# The energy of a bound state in a triangular well as kinetic energy plus mean potential energy

A particle on the half-line z ≥ 0, with a hard wall at z = 0 and potential Fz, has a normalised real bound state ψ of energy E. The lemma `energy_balance` states that c∫ψ′² + F⟨z⟩ = E, where c stands for ħ²/2m and ⟨z⟩ = ∫zψ² is the mean distance from the wall. The integrals of ψ′² and zψ² are assumed to be finite. By the Schrödinger equation, the derivative of cψψ′ is cψ′² + Fzψ² − Eψ², and the proof integrates this over the half-line. The boundary terms should then vanish, at infinity because cψψ′ and its derivative are both integrable, and at the wall because ψ(0) = 0.

The failing Lean file:

```lean
import Mathlib

open Filter Topology MeasureTheory Set

namespace TriangularWell

noncomputable section

/-- A normalised real bound state `ψ` of energy `E` in the potential `F z` on the half-line
`z ≥ 0` with a hard wall at `z = 0`; `c` is the kinetic prefactor `ħ²/2m`, and `ψ'`, `ψ''` are
the first two derivatives of `ψ`. -/
structure BoundState (c F E : ℝ) (ψ ψ' ψ'' : ℝ → ℝ) : Prop where
  cont : ContinuousOn ψ (Ici 0)
  cont' : ContinuousOn ψ' (Ici 0)
  hasDeriv : ∀ z, 0 < z → HasDerivAt ψ (ψ' z) z
  hasDeriv' : ∀ z, 0 < z → HasDerivAt ψ' (ψ'' z) z
  schrodinger : ∀ z, 0 < z → -c * ψ'' z + F * z * ψ z = E * ψ z
  wall : ψ 0 = 0
  normalised : ∫ z in Ioi (0 : ℝ), ψ z ^ 2 = 1
  position_integrable : IntegrableOn (fun z => z * ψ z ^ 2) (Ioi 0)
  kinetic_integrable : IntegrableOn (fun z => ψ' z ^ 2) (Ioi 0)

/-- The mean distance of the particle from the wall, `∫ z ψ²`. -/
def meanPosition (ψ : ℝ → ℝ) : ℝ := ∫ z in Ioi (0 : ℝ), z * ψ z ^ 2

/-- The kinetic energy `c ∫ ψ'²`. -/
def kineticEnergy (c : ℝ) (ψ' : ℝ → ℝ) : ℝ := c * ∫ z in Ioi (0 : ℝ), ψ' z ^ 2

variable {c F E : ℝ} {ψ ψ' ψ'' : ℝ → ℝ}

/-- The probability density of a bound state is integrable. -/
theorem density_integrable (s : BoundState c F E ψ ψ' ψ'') :
    IntegrableOn (fun z => ψ z ^ 2) (Ioi 0) := by
  by_contra hn
  have h := s.normalised
  rw [integral_undef hn] at h
  norm_num at h

/-- Any combination of the densities `ψ'²`, `z ψ²` and `ψ²` is integrable, and its integral is
the same combination of `∫ ψ'²`, the mean position and one. -/
theorem integral_densities (s : BoundState c F E ψ ψ' ψ'') (a b d : ℝ) :
    IntegrableOn (fun z => a * ψ' z ^ 2 + b * (z * ψ z ^ 2) + d * ψ z ^ 2) (Ioi 0) ∧
    ∫ z in Ioi (0 : ℝ), (a * ψ' z ^ 2 + b * (z * ψ z ^ 2) + d * ψ z ^ 2) =
      a * (∫ z in Ioi (0 : ℝ), ψ' z ^ 2) + b * meanPosition ψ + d := by
  have h1 : Integrable (fun z => a * ψ' z ^ 2) (volume.restrict (Ioi 0)) :=
    Integrable.const_mul s.kinetic_integrable a
  have h2 : Integrable (fun z => b * (z * ψ z ^ 2)) (volume.restrict (Ioi 0)) :=
    Integrable.const_mul s.position_integrable b
  have h3 : Integrable (fun z => d * ψ z ^ 2) (volume.restrict (Ioi 0)) :=
    Integrable.const_mul (density_integrable s) d
  have h12 : Integrable (fun z => a * ψ' z ^ 2 + b * (z * ψ z ^ 2))
      (volume.restrict (Ioi 0)) := h1.add h2
  refine ⟨h12.add h3, ?_⟩
  rw [integral_add h12 h3, integral_add h1 h2, integral_const_mul, integral_const_mul,
    integral_const_mul, s.normalised, mul_one, meanPosition]

/-- Energy balance: the kinetic energy plus the mean potential energy `F⟨z⟩` is `E`. -/
theorem energy_balance (s : BoundState c F E ψ ψ' ψ'') :
    kineticEnergy c ψ' + F * meanPosition ψ = E := by
  obtain ⟨hi, hv⟩ := integral_densities s c F (-E)
  have hc := s.cont
  have hc' := s.cont'
  have hcont : ContinuousOn (fun z => ψ z * ψ' z) (Ici 0) := hc.mul hc'
  have hd : ∀ z ∈ Ioi (0 : ℝ), HasDerivAt (fun z => c * (ψ z * ψ' z))
      (c * ψ' z ^ 2 + F * (z * ψ z ^ 2) + -E * ψ z ^ 2) z := by
    intro z hz
    refine (((s.hasDeriv z hz).fun_mul (s.hasDeriv' z hz)).const_mul c).congr_deriv ?_
    linear_combination (-ψ z) * s.schrodinger z hz
  -- `ψ ψ'` is integrable because `ψ` and `ψ'` are square integrable
  have hprod : Integrable (fun z => ψ z * ψ' z) (volume.restrict (Ioi 0)) := by
    refine Integrable.mono' (g := fun z => ψ z ^ 2 + ψ' z ^ 2)
      (Integrable.add (density_integrable s) s.kinetic_integrable)
      ((hcont.mono Ioi_subset_Ici_self).aestronglyMeasurable measurableSet_Ioi) ?_
    refine Eventually.of_forall fun z => ?_
    rw [Real.norm_eq_abs, abs_le]
    constructor <;> nlinarith [sq_nonneg (ψ z + ψ' z), sq_nonneg (ψ z - ψ' z)]
  have hlim := tendsto_zero_of_hasDerivAt_of_integrableOn_Ioi hd hi (hprod.const_mul c)
  have h := integral_Ioi_of_hasDerivAt_of_tendsto
    ((continuousOn_const.mul hcont) 0 (mem_Ici.2 le_rfl)) hd hi hlim
  rw [hv, s.wall] at h
  unfold kineticEnergy
  linarith

end

end TriangularWell
```

Messages:

```
Main.lean:80:10: error: Tactic `rewrite` failed: Did not find an occurrence of the pattern
  ψ 0
in the target expression
  (c * ∫ (z : ℝ) in Ioi 0, ψ' z ^ 2) + F * meanPosition ψ + -E = 0 - ((fun x => c) * fun z => ψ z * ψ' z) 0

c F E : ℝ
ψ ψ' ψ'' : ℝ → ℝ
s : BoundState c F E ψ ψ' ψ''
hi : IntegrableOn (fun z => c * ψ' z ^ 2 + F * (z * ψ z ^ 2) + -E * ψ z ^ 2) (Ioi 0) volume
hv :
  ∫ (z : ℝ) in Ioi 0, c * ψ' z ^ 2 + F * (z * ψ z ^ 2) + -E * ψ z ^ 2 =
    (c * ∫ (z : ℝ) in Ioi 0, ψ' z ^ 2) + F * meanPosition ψ + -E
hc : ContinuousOn ψ (Ici 0)
hc' : ContinuousOn ψ' (Ici 0)
hcont : ContinuousOn (fun z => ψ z * ψ' z) (Ici 0)
hd : ∀ z ∈ Ioi 0, HasDerivAt (fun z => c * (ψ z * ψ' z)) (c * ψ' z ^ 2 + F * (z * ψ z ^ 2) + -E * ψ z ^ 2) z
hprod : Integrable (fun z => ψ z * ψ' z) (volume.restrict (Ioi 0))
hlim : Tendsto (fun z => c * (ψ z * ψ' z)) atTop (𝓝 0)
h : (c * ∫ (z : ℝ) in Ioi 0, ψ' z ^ 2) + F * meanPosition ψ + -E = 0 - ((fun x => c) * fun z => ψ z * ψ' z) 0
⊢ kineticEnergy c ψ' + F * meanPosition ψ = E
```

As a diff, the version that Lean accepts:

```diff
@@ -76,6 +76,8 @@
     constructor <;> nlinarith [sq_nonneg (ψ z + ψ' z), sq_nonneg (ψ z - ψ' z)]
   have hlim := tendsto_zero_of_hasDerivAt_of_integrableOn_Ioi hd hi (hprod.const_mul c)
+  have hflux : ContinuousOn (fun z => c * (ψ z * ψ' z)) (Ici 0) :=
+    continuousOn_const.mul hcont
   have h := integral_Ioi_of_hasDerivAt_of_tendsto
-    ((continuousOn_const.mul hcont) 0 (mem_Ici.2 le_rfl)) hd hi hlim
+    (hflux 0 (mem_Ici.2 le_rfl)) hd hi hlim
   rw [hv, s.wall] at h
   unfold kineticEnergy
```

Cause. The error says that `rw` found no `ψ 0` to replace by zero with `s.wall`. The value at the wall is there in `h`, but as `((fun x => c) * fun z => ψ z * ψ' z) 0`, a product of two functions applied to 0. Only when that product is unfolded pointwise does `ψ 0` appear, and `rw` does not unfold it in its search.

This form came from the continuity argument. `continuousOn_const.mul hcont` was given without a stated type, and Lean took the function in `integral_Ioi_of_hasDerivAt_of_tendsto` to be the product of functions. The arguments `hd` and `hlim`, which speak of `fun z => c * (ψ z * ψ' z)`, were still accepted, since the two functions are equal by definition.

The repair proves the same continuity as `hflux`, with the pointwise function written out in its type, and passes that to the theorem. The boundary value in `h` is now `c * (ψ 0 * ψ' 0)`, where `s.wall` can rewrite, and `linarith` finishes the proof.
